# Englert duality for pure detector states: squared path bias plus squared fringe visibility is at most 1

A particle travels through a two-path interferometer, taking path 0 with probability $p$ and path 1 with probability $q=1-p$. It leaves a detector in the unit state $d_0$ or $d_1$, depending on the path. How well can a two-outcome measurement on the detector tell the paths apart if interference fringes are still to be seen?

Write $\langle u,v\rangle$ for the inner product, conjugate-linear in the first slot as in Dirac notation. The measurement is described by a Hermitian operator $X$: outcome $+$ is read as "path 0" and outcome $-$ as "path 1", with probabilities given by the mean values of $(1\pm X)/2$.

## States, weights and operators

```lean
import Mathlib

open ComplexConjugate

namespace EnglertDuality

noncomputable section

variable {H : Type*} [NormedAddCommGroup H] [InnerProductSpace ℂ H]
variable {p q : ℝ} {d0 d1 : H} {X : H →ₗ[ℂ] H}
```

The detector space `H` is any complex inner product space, of finite or infinite dimension. The weights `p`, `q` are real numbers, `d0`, `d1` are vectors, and `X : H →ₗ[ℂ] H` is a linear map defined on all of `H`. Nothing else is assumed yet: positivity, normalisation and symmetry appear as named hypotheses in each theorem.

```lean
/-- A two-outcome readout of the detector: a symmetric operator whose expectation value
in every unit state lies between -1 and 1. -/
def IsReadout (X : H →ₗ[ℂ] H) : Prop :=
  X.IsSymmetric ∧ ∀ v, |(inner ℂ v (X v)).re| ≤ ‖v‖ ^ 2
```

`IsReadout X` says that $X$ is symmetric, $\langle Xu,v\rangle=\langle u,Xv\rangle$, and that $|\langle v,Xv\rangle|\le\|v\|^2$ for every $v$. This makes both operators $(1\pm X)/2$ positive, so general two-outcome measurements are included, not only projective ones. The suffix `.re` takes a real part; for symmetric $X$ the mean value is real anyway.

```lean
/-- The path bias of a readout: its mean in `d0` weighted by `p`, minus its mean in `d1`
weighted by `q`. -/
def pathBias (p q : ℝ) (d0 d1 : H) (X : H →ₗ[ℂ] H) : ℝ :=
  p * (inner ℂ d0 (X d0)).re - q * (inner ℂ d1 (X d1)).re
```

With $a=\langle d_0,Xd_0\rangle$ and $b=\langle d_1,Xd_1\rangle$, the path bias is $B=pa-qb$. The probability of naming the path correctly is
$$p\,\frac{1+a}{2}+q\,\frac{1-b}{2}=\frac{1+B}{2},$$
so $B$ is the probability of a right guess minus that of a wrong one. The distinguishability $D$ of the textbooks is the largest value of $B$ over all readouts.

```lean
/-- The fringe visibility for path weights `p, q ≥ 0` and detector states `d0`, `d1`. -/
def visibility (p q : ℝ) (d0 d1 : H) : ℝ :=
  2 * √(p * q) * ‖inner ℂ d0 d1‖
```

The visibility is $V=2\sqrt{pq}\,|\langle d_0,d_1\rangle|$. Identical detector states leave the full contrast $2\sqrt{pq}$; orthogonal ones remove the fringes.

```lean
private lemma norm_sq_eq (v : H) : ‖v‖ ^ 2 = (inner ℂ v v).re :=
  (inner_self_eq_norm_sq (𝕜 := ℂ) v).symm

private lemma inner_unit {d : H} (h : ‖d‖ = 1) : inner ℂ d d = (1 : ℂ) := by
  rw [inner_self_eq_norm_sq_to_K, h]
  simp

private lemma visibility_sq (hp : 0 ≤ p) (hq : 0 ≤ q) :
    visibility p q d0 d1 ^ 2 = 4 * (p * q) * ‖inner ℂ d0 d1‖ ^ 2 := by
  rw [visibility, mul_pow, mul_pow, Real.sq_sqrt (mul_nonneg hp hq)]
  ring
```

These three auxiliary facts are $\|v\|^2=\langle v,v\rangle$, $\langle d,d\rangle=1$ for a unit vector, and $V^2=4pq\,|\langle d_0,d_1\rangle|^2$.

## The visibility is the amplitude of the fringes

```lean
/-- For unit detector states and path weights `p, q ≥ 0` with `p + q = 1`, recombining the paths
with relative phase `φ` gives cosine fringes about the mean 1, with the visibility as amplitude. -/
theorem fringe_pattern (hp : 0 ≤ p) (hq : 0 ≤ q) (hpq : p + q = 1)
    (h0 : ‖d0‖ = 1) (h1 : ‖d1‖ = 1) (φ : ℝ) :
    ‖(√p : ℂ) • d0 + (Complex.exp (φ * Complex.I) * (√q : ℂ)) • d1‖ ^ 2
      = 1 + visibility p q d0 d1 * Real.cos (φ + (inner ℂ d0 d1).arg) := by
  have h10 : inner ℂ d1 d0 = conj (inner ℂ d0 d1) := (inner_conj_symm d1 d0).symm
  rw [norm_sq_eq, visibility, Real.sqrt_mul hp, Real.cos_add]
  simp only [inner_add_left, inner_add_right, inner_smul_left, inner_smul_right,
    inner_unit h0, inner_unit h1, h10, Complex.add_re, Complex.mul_re, Complex.mul_im,
    Complex.conj_re, Complex.conj_im, Complex.ofReal_re, Complex.ofReal_im,
    Complex.one_re, Complex.one_im, Complex.add_im, Complex.exp_ofReal_mul_I_re,
    Complex.exp_ofReal_mul_I_im]
  -- write the overlap in polar form
  linear_combination Real.sq_sqrt hp
    + (Real.cos φ ^ 2 + Real.sin φ ^ 2) * Real.sq_sqrt hq
    + q * Real.cos_sq_add_sin_sq φ + hpq
    - 2 * √p * √q * Real.cos φ * Complex.norm_mul_cos_arg (inner ℂ d0 d1)
    + 2 * √p * √q * Real.sin φ * Complex.norm_mul_sin_arg (inner ℂ d0 d1)
```

The hypotheses `hp`, `hq`, `hpq` state $p\ge0$, $q\ge0$, $p+q=1$, while `h0` and `h1` state that the detector states have norm 1. For a relative phase $\varphi$ between the paths, expanding the square gives
$$\|\sqrt p\,d_0+e^{i\varphi}\sqrt q\,d_1\|^2=p+q+2\sqrt{pq}\,\mathrm{Re}\big(e^{i\varphi}\langle d_0,d_1\rangle\big).$$
Writing $\langle d_0,d_1\rangle=|\langle d_0,d_1\rangle|e^{i\alpha}$ turns the right side into $1+V\cos(\varphi+\alpha)$.

The vector on the left is not normalised. Behind a balanced beam splitter, the probability at one output port is half of this, $\tfrac12[1+V\cos(\varphi+\alpha)]$.

In the proof, `simp only` expands the inner products into real and imaginary parts. `linear_combination` then adds up the identities needed: the squares of the roots, $\cos^2\varphi+\sin^2\varphi=1$, $p+q=1$ and the polar form of the overlap.

## Cauchy–Schwarz for a positive operator

```lean
/-- Cauchy-Schwarz inequality for the matrix elements of a positive symmetric operator. -/
theorem positive_cauchy_schwarz {E : H →ₗ[ℂ] H} (hE : E.IsSymmetric)
    (hpos : ∀ v, 0 ≤ (inner ℂ v (E v)).re) (x y : H) :
    ‖inner ℂ x (E y)‖ ^ 2 ≤ (inner ℂ x (E x)).re * (inner ℂ y (E y)).re := by
  have hyx : inner ℂ y (E x) = conj (inner ℂ x (E y)) := by
    rw [← hE y x, inner_conj_symm]
  -- positivity along a line of states gives a quadratic without sign change
  have key : ∀ t : ℝ, 0 ≤ (‖inner ℂ x (E y)‖ ^ 2 * (inner ℂ x (E x)).re) * (t * t)
      + (-2 * ‖inner ℂ x (E y)‖ ^ 2) * t + (inner ℂ y (E y)).re := by
    intro t
    have h := hpos (((t : ℂ) * inner ℂ x (E y)) • x - y)
    simp only [map_sub, map_smul, inner_sub_left, inner_sub_right, inner_smul_left,
      inner_smul_right, hyx, Complex.sub_re, Complex.sub_im, Complex.mul_re, Complex.mul_im,
      Complex.conj_re, Complex.conj_im, Complex.ofReal_re, Complex.ofReal_im] at h
    rw [Complex.sq_norm, Complex.normSq_apply]
    linarith
  have hd := discrim_le_zero key
  unfold discrim at hd
  by_contra hcon
  have hlt := not_le.1 hcon
  have hn := lt_of_le_of_lt (mul_nonneg (hpos x) (hpos y)) hlt
  nlinarith [mul_pos hn (sub_pos.2 hlt)]
```

For symmetric $E$ with $\langle v,Ev\rangle\ge0$ for all $v$, the claim is
$$|\langle x,Ey\rangle|^2\le\langle x,Ex\rangle\langle y,Ey\rangle.$$
Put $z=\langle x,Ey\rangle$ and use positivity on the vector $tzx-y$ with real $t$:
$$0\le|z|^2\langle x,Ex\rangle\,t^2-2|z|^2\,t+\langle y,Ey\rangle.$$
A quadratic that is never negative has discriminant at most zero, so
$$|z|^2\big(|z|^2-\langle x,Ex\rangle\langle y,Ey\rangle\big)\le0.$$
If the claim were false, both factors would be positive, a contradiction.

The Lean proof takes the same route: `key` is the quadratic, `discrim_le_zero` gives the discriminant condition, and `by_contra` starts the final contradiction. There is no division, so $\langle x,Ex\rangle=0$ needs no separate case.

## One bound for each outcome

```lean
/-- For a readout `X`, unit states and `|ε| ≤ 1`, the matrix element of `1 + εX` between the
detector states has squared modulus at most the product of the operator's means in them. -/
theorem outcome_overlap_le (hX : IsReadout X) (h0 : ‖d0‖ = 1) (h1 : ‖d1‖ = 1)
    (ε : ℝ) (hε : |ε| ≤ 1) :
    ‖inner ℂ d0 d1 + (ε : ℂ) * inner ℂ d0 (X d1)‖ ^ 2
      ≤ (1 + ε * (inner ℂ d0 (X d0)).re) * (1 + ε * (inner ℂ d1 (X d1)).re) := by
  have ev : ∀ u v : H, inner ℂ u ((LinearMap.id + (ε : ℂ) • X : H →ₗ[ℂ] H) v)
      = inner ℂ u v + (ε : ℂ) * inner ℂ u (X v) := by
    intro u v
    rw [LinearMap.add_apply, LinearMap.smul_apply, LinearMap.id_apply, inner_add_right,
      inner_smul_right]
  have er : ∀ v : H, (inner ℂ v ((LinearMap.id + (ε : ℂ) • X : H →ₗ[ℂ] H) v)).re
      = ‖v‖ ^ 2 + ε * (inner ℂ v (X v)).re := by
    intro v
    rw [ev, Complex.add_re, Complex.re_ofReal_mul, norm_sq_eq]
  have hs : (LinearMap.id + (ε : ℂ) • X : H →ₗ[ℂ] H).IsSymmetric := by
    intro u v
    have h : inner ℂ (X u) v = inner ℂ u (X v) := hX.1 u v
    rw [ev, LinearMap.add_apply, LinearMap.smul_apply, LinearMap.id_apply, inner_add_left,
      inner_smul_left, Complex.conj_ofReal, h]
  have cs := positive_cauchy_schwarz hs (fun v => by
    rw [er]
    have h := mul_le_mul hε (hX.2 v) (abs_nonneg _) zero_le_one
    rw [← abs_mul, one_mul] at h
    linarith [(abs_le.1 h).1]) d0 d1
  rwa [er, er, ev, h0, h1, one_pow] at cs
```

Take $E=1+\varepsilon X$ with $|\varepsilon|\le1$. It is symmetric, and it is positive because $\langle v,Ev\rangle=\|v\|^2+\varepsilon\langle v,Xv\rangle\ge0$. The previous theorem with $x=d_0$, $y=d_1$ gives
$$|\langle d_0,(1+\varepsilon X)d_1\rangle|^2\le(1+\varepsilon a)(1+\varepsilon b).$$
In the proof, `ev` and `er` compute the matrix elements of $E$, `hs` is its symmetry, and `cs` is the resulting inequality. Only $\varepsilon=\pm1$, twice the two outcome operators, is used below.

## The duality relation

```lean
/-- Englert duality: for unit detector states and path weights `p, q ≥ 0` with `p + q = 1`,
the squared path bias of any readout and the squared visibility add up to at most 1. -/
theorem englert_duality (hp : 0 ≤ p) (hq : 0 ≤ q) (hpq : p + q = 1)
    (h0 : ‖d0‖ = 1) (h1 : ‖d1‖ = 1) (hX : IsReadout X) :
    pathBias p q d0 d1 X ^ 2 + visibility p q d0 d1 ^ 2 ≤ 1 := by
  have scalar : ∀ a b u w t : ℝ, |a| ≤ 1 → |b| ≤ 1 → 0 ≤ t →
      u ^ 2 ≤ (1 + 1 * a) * (1 + 1 * b) → w ^ 2 ≤ (1 + -1 * a) * (1 + -1 * b) →
      2 * t ≤ u + w → (p * a - q * b) ^ 2 + 4 * (p * q) * t ^ 2 ≤ 1 := by
    intro a b u w t ha hb ht hu hw htri
    obtain ⟨ha1, ha2⟩ := abs_le.1 ha
    obtain ⟨hb1, hb2⟩ := abs_le.1 hb
    have hA : 0 ≤ 1 - a ^ 2 := by nlinarith
    have hB : 0 ≤ 1 - b ^ 2 := by nlinarith
    have huw : u ^ 2 * w ^ 2 ≤ ((1 + 1 * a) * (1 + 1 * b)) * ((1 + -1 * a) * (1 + -1 * b)) :=
      mul_le_mul hu hw (sq_nonneg _) (le_trans (sq_nonneg _) hu)
    -- arithmetic-geometric mean step for the cross term
    have hc : 2 * (p * q) * (u * w) ≤ p ^ 2 * (1 - a ^ 2) + q ^ 2 * (1 - b ^ 2) := by
      refine le_trans (le_abs_self _) (abs_le_of_sq_le_sq ?_
        (add_nonneg (mul_nonneg (sq_nonneg p) hA) (mul_nonneg (sq_nonneg q) hB)))
      nlinarith [mul_le_mul_of_nonneg_left huw (sq_nonneg (2 * (p * q))),
        sq_nonneg (p ^ 2 * (1 - a ^ 2) - q ^ 2 * (1 - b ^ 2))]
    have h2 := pow_le_pow_left₀ (by positivity : 0 ≤ 2 * t) htri 2
    have h4 : 4 * t ^ 2 ≤ 2 + 2 * (a * b) + 2 * (u * w) := by linarith
    have h5 := mul_le_mul_of_nonneg_left h4 (mul_nonneg hp hq)
    have h6 : (p + q) ^ 2 = 1 := by rw [hpq, one_pow]
    linarith
  have ha := hX.2 d0
  have hb := hX.2 d1
  rw [h0, one_pow] at ha
  rw [h1, one_pow] at hb
  rw [visibility_sq hp hq, pathBias]
  refine scalar _ _ _ _ _ ha hb (norm_nonneg _) (outcome_overlap_le hX h0 h1 1 (by simp))
    (outcome_overlap_le hX h0 h1 (-1) (by simp)) ?_
  -- the overlap is the mean of its two outcome parts
  refine le_trans (le_of_eq ?_) (norm_add_le _ _)
  have h : (inner ℂ d0 d1 + ((1 : ℝ) : ℂ) * inner ℂ d0 (X d1))
      + (inner ℂ d0 d1 + ((-1 : ℝ) : ℂ) * inner ℂ d0 (X d1)) = 2 * inner ℂ d0 d1 := by
    push_cast
    ring
  rw [h, norm_mul]
  simp
```

The theorem reads: for every readout $X$, $B^2+V^2\le1$.

Set $t=|\langle d_0,d_1\rangle|$, $u=|\langle d_0,(1+X)d_1\rangle|$ and $w=|\langle d_0,(1-X)d_1\rangle|$. The outcome bounds are
$$u^2\le(1+a)(1+b),\qquad w^2\le(1-a)(1-b).$$
The two matrix elements add up to $2\langle d_0,d_1\rangle$, so the triangle inequality gives $2t\le u+w$. Squaring,
$$4t^2\le u^2+w^2+2uw\le2+2ab+2uw.$$
Multiplying the outcome bounds gives $uw\le\sqrt{(1-a^2)(1-b^2)}$, and the arithmetic–geometric mean inequality then gives
$$2pq\,uw\le p^2(1-a^2)+q^2(1-b^2).$$
Multiply the bound on $4t^2$ by $pq$ and add $B^2=p^2a^2+q^2b^2-2pq\,ab$. The terms in $a$ and $b$ cancel:
$$B^2+4pq\,t^2\le p^2+q^2+2pq=(p+q)^2=1.$$

The local statement `scalar` contains this real-number argument. Within it, `huw` is the product of the outcome bounds, `hc` the mean inequality, proved by comparing squares instead of taking roots, and `h4` the bound on $4t^2$. The lines after `scalar` supply the actual matrix elements, with `norm_add_le` as the triangle inequality.

Englert's relation is usually written $D^2+V^2\le1$, with equality for pure detector states; the theorem gives the upper bound for each readout separately and doesn't construct the best one.

## Projective readouts

```lean
/-- Englert duality for a projective readout, that is, a symmetric `X` with `X² = 1`, with unit
detector states and path weights `p, q ≥ 0`, `p + q = 1`. -/
theorem englert_duality_projective (hp : 0 ≤ p) (hq : 0 ≤ q) (hpq : p + q = 1)
    (h0 : ‖d0‖ = 1) (h1 : ‖d1‖ = 1) (hX : X.IsSymmetric) (hX2 : ∀ v, X (X v) = v) :
    (p * (inner ℂ d0 (X d0)).re - q * (inner ℂ d1 (X d1)).re) ^ 2
      + 4 * (p * q) * ‖inner ℂ d0 d1‖ ^ 2 ≤ 1 := by
  have hR : IsReadout X := by
    refine ⟨hX, fun v => ?_⟩
    -- a symmetric involution preserves the norm
    have hn : ‖X v‖ ^ 2 = ‖v‖ ^ 2 := by
      rw [norm_sq_eq, norm_sq_eq, hX v (X v), hX2]
    have h := (Complex.abs_re_le_norm _).trans (norm_inner_le_norm (𝕜 := ℂ) v (X v))
    nlinarith [sq_nonneg (‖v‖ - ‖X v‖)]
  have h := englert_duality hp hq hpq h0 h1 hR
  rwa [visibility_sq hp hq, pathBias] at h
```

Here $X$ is symmetric with $X^2=1$, written as `∀ v, X (X v) = v`, and the inequality is spelled out:
$$\big(p\langle d_0,Xd_0\rangle-q\langle d_1,Xd_1\rangle\big)^2+4pq\,|\langle d_0,d_1\rangle|^2\le1.$$
It remains to see that $X$ is a readout. From $\|Xv\|^2=\langle v,X^2v\rangle=\|v\|^2$, the ordinary Cauchy–Schwarz inequality gives $|\langle v,Xv\rangle|\le\|v\|\,\|Xv\|=\|v\|^2$. In Lean, `hn` is the equality of norms and `hR` the readout property, after which the general theorem applies.

```lean
/-- The Pauli matrix Z on a qubit is symmetric and squares to the identity. -/
theorem projective_readout_witness :
    (Matrix.toEuclideanLin !![(1 : ℂ), 0; 0, -1]).IsSymmetric ∧
      ∀ v, Matrix.toEuclideanLin !![(1 : ℂ), 0; 0, -1]
        (Matrix.toEuclideanLin !![(1 : ℂ), 0; 0, -1] v) = v := by
  refine ⟨Matrix.isSymmetric_toEuclideanLin_iff.2 ?_, fun v => ?_⟩
  · ext i j
    fin_cases i <;> fin_cases j <;> simp
  · ext i
    fin_cases i <;> simp [Matrix.toLpLin_apply, dotProduct, Fin.sum_univ_two]

end

end EnglertDuality
```

The Pauli matrix $Z$ meets both conditions on $X$; the proof checks the entries. If $d_0$ and $d_1$ are its eigenvectors for $+1$ and $-1$, then $B=p+q=1$ and $V=0$: the paths are fully known and there are no fringes.

```lean
#print axioms EnglertDuality.fringe_pattern
#print axioms EnglertDuality.englert_duality
#print axioms EnglertDuality.englert_duality_projective
```

```
'EnglertDuality.fringe_pattern' depends on axioms: [propext, Classical.choice, Quot.sound]
'EnglertDuality.englert_duality' depends on axioms: [propext, Classical.choice, Quot.sound]
'EnglertDuality.englert_duality_projective' depends on axioms: [propext, Classical.choice, Quot.sound]
```

## An involution that isn't Hermitian

Suppose that the projective theorem kept $X^2=1$ but lost symmetry. Take
$$X=\begin{pmatrix}1&4\\0&-1\end{pmatrix},\qquad d_0=\frac1{\sqrt2}\begin{pmatrix}1\\1\end{pmatrix},\qquad p=1,\ q=0,$$
with any unit vector $d_1$. Then $X^2=1$, yet $\langle d_0,Xd_0\rangle=2$, and the left side of the inequality equals 4. So $X^2=1$ by itself does not keep mean values between $-1$ and $1$.

## From two vectors to an interferometer

The theorems start from $d_0$, $d_1$, $p$ and $q$. That a given experiment produces the joint state $\sqrt p\,|0\rangle d_0+e^{i\varphi}\sqrt q\,|1\rangle d_1$, with no further environment carrying path information, is a physical assumption about the apparatus. Under that assumption, and for detectors in pure conditional states, the relation limits which-path information in photon, atom and Ramsey interferometers.

A different model would describe the detector by density operators $\rho_0,\rho_1$ and define $D$ as the trace norm of $p\rho_0-q\rho_1$. That would admit mixed detector states and put a single number in place of the statement for every $X$. It would also need trace-class operators in infinite dimension, and the visibility would need further data, such as the detector's initial state and its path-dependent evolution, since $\rho_0$ and $\rho_1$ alone don't determine it.
